# Near threshold, the Coulomb-to-plane-wave ratio of hydrogen 1s photoionization shapes grows as 1/k³

The theorem `coulomb_planeWave_threshold` compares two formulas for the momentum dependence of the hydrogen 1s photoionization cross-section in the dipole approximation, one with a Coulomb final state and one with a plane wave. The electron momentum k is in units of ħ/a₀, with a₀ the Bohr radius. The Coulomb shape is exp(−4 arctan(k)/k) / [(1 + k²)⁴ (1 − exp(−2π/k))], and the plane-wave shape is k³ / [2π(1 + k²)⁵]. They are the cross-sections divided by the same constant, with the velocity form of the dipole operator used for the plane wave. The file takes both as definitions and doesn't derive them from wavefunctions. The claim is that k³ times the ratio of the Coulomb shape to the plane-wave shape tends to 2π exp(−4) as k tends to 0 from above, so the ratio itself grows as 1/k³. The proof finds the limits of the separate factors, combines them, and then checks by algebra that the combined expression equals the original one for k > 0.

Lean 4 with Mathlib refuses this proof:

```lean
import Mathlib

open Real Filter Topology

namespace HydrogenPhotoionization

noncomputable section

/-- Photoionization shape of hydrogen 1s with a Coulomb final state, for momentum `k > 0`. -/
def coulombShape (k : ℝ) : ℝ :=
  ((1 + k ^ 2) ^ 4)⁻¹ * Real.exp (-4 * Real.arctan k / k) / (1 - Real.exp (-2 * π / k))

/-- Photoionization shape of hydrogen 1s with a plane-wave final state, for momentum `k > 0`. -/
def planeWaveShape (k : ℝ) : ℝ :=
  k ^ 3 / (2 * π * (1 + k ^ 2) ^ 5)

/-- The denominator `1 - exp(-2π/k)` of the Coulomb shape is positive for `k > 0`. -/
theorem coulomb_denominator_pos {k : ℝ} (hk : 0 < k) :
    0 < 1 - Real.exp (-2 * π / k) :=
  sub_pos.2 (Real.exp_lt_one_iff.2 (div_neg_of_neg_of_pos (by linarith [Real.pi_pos]) hk))

/-- At threshold the ratio of the Coulomb shape to the plane-wave shape, multiplied by `k³`,
tends to `2π exp(-4)`. -/
theorem coulomb_planeWave_threshold :
    Tendsto (fun k => k ^ 3 * (coulombShape k / planeWaveShape k)) (𝓝[>] 0)
      (𝓝 (2 * π * Real.exp (-4))) := by
  have ha : Tendsto (fun k : ℝ => Real.arctan k / k) (𝓝[>] 0) (𝓝 1) := by
    have := (Real.hasDerivAt_arctan 0).tendsto_slope_zero_right
    simpa [div_eq_inv_mul] using this
  have hn : Tendsto (fun k : ℝ => Real.exp (-4 * Real.arctan k / k)) (𝓝[>] 0)
      (𝓝 (Real.exp (-4))) := by
    have := (Real.continuous_exp.tendsto _).comp (ha.const_mul (-4))
    simpa [Function.comp_def, mul_div_assoc] using this
  have hd : Tendsto (fun k : ℝ => Real.exp (-2 * π / k)) (𝓝[>] 0) (𝓝 0) := by
    refine Real.tendsto_exp_atBot.comp ?_
    simp only [div_eq_mul_inv]
    exact tendsto_inv_nhdsGT_zero.const_mul_atTop_of_neg (by linarith [Real.pi_pos])
  have hp : Tendsto (fun k : ℝ => 2 * π * (1 + k ^ 2)) (𝓝[>] 0) (𝓝 (2 * π)) := by
    have hc : Continuous (fun k : ℝ => 2 * π * (1 + k ^ 2)) := by fun_prop
    have := (hc.tendsto 0).mono_left (nhdsWithin_le_nhds (s := Set.Ioi 0))
    simpa using this
  have h : Tendsto (fun k : ℝ => 2 * π * (1 + k ^ 2) * Real.exp (-4 * Real.arctan k / k) /
      (1 - Real.exp (-2 * π / k))) (𝓝[>] 0) (𝓝 (2 * π * Real.exp (-4) / (1 - 0))) :=
    (hp.mul hn).div (hd.const_sub 1) (by norm_num)
  rw [sub_zero, div_one] at h
  refine h.congr' ?_
  filter_upwards [self_mem_nhdsWithin] with k hk
  have hk0 : k ≠ 0 := ne_of_gt hk
  have hq : 1 + k ^ 2 ≠ 0 := by positivity
  have hpi : π ≠ 0 := Real.pi_ne_zero
  have hne := (coulomb_denominator_pos hk).ne'
  unfold coulombShape planeWaveShape
  generalize 1 - Real.exp (-2 * π / k) = d at hne ⊢
  generalize Real.exp (-4 * Real.arctan k / k) = e
  field_simp

end

end HydrogenPhotoionization
```

Messages:

```
Main.lean:33:4: error: Type mismatch: After simplification, term
  this
 has type
  Tendsto (fun x => rexp (-(4 * (arctan x / x)))) (𝓝[>] 0) (𝓝 (rexp (-4)))
but is expected to have type
  Tendsto (fun k => rexp (-(4 * arctan k) / k)) (𝓝[>] 0) (𝓝 (rexp (-4)))
Main.lean:36:4: error: `simp` made no progress
```

What went wrong. The first error is a mismatch of normal forms. In the goal, `simpa` turned `-4 * arctan k` into `-(4 * arctan k)`, so the numerator was no longer a product and `mul_div_assoc` could not regroup the division. In `this` the minus sign ended up outside the whole product, and the two exponents no longer matched. The repair simplifies the limit with `mul_one`, then compares the functions at each `k`, where `rw` applies `mul_div_assoc` while `-4` is still a factor.

The second error says that `simp only [div_eq_mul_inv]` found nothing to rewrite. The goal isn't printed, but `refine` had left Lean to infer the inner function, and unification can give this as the partial application `HDiv.hDiv (-2 * π)`, with no `k`. The lemma needs a division with both arguments. The repair states the inner limit as `hb`, with the function written out as `fun k : ℝ => -2 * π / k`. The same `simp only` then works, and `hb` is composed with the limit of the exponential afterwards.

The change, after which it compiles:

```diff
@@ -31,9 +31,12 @@
       (𝓝 (Real.exp (-4))) := by
     have := (Real.continuous_exp.tendsto _).comp (ha.const_mul (-4))
-    simpa [Function.comp_def, mul_div_assoc] using this
+    rw [mul_one] at this
+    refine this.congr (fun k => ?_)
+    rw [Function.comp_apply, mul_div_assoc]
   have hd : Tendsto (fun k : ℝ => Real.exp (-2 * π / k)) (𝓝[>] 0) (𝓝 0) := by
-    refine Real.tendsto_exp_atBot.comp ?_
-    simp only [div_eq_mul_inv]
-    exact tendsto_inv_nhdsGT_zero.const_mul_atTop_of_neg (by linarith [Real.pi_pos])
+    have hb : Tendsto (fun k : ℝ => -2 * π / k) (𝓝[>] 0) atBot := by
+      simp only [div_eq_mul_inv]
+      exact tendsto_inv_nhdsGT_zero.const_mul_atTop_of_neg (by linarith [Real.pi_pos])
+    exact Real.tendsto_exp_atBot.comp hb
   have hp : Tendsto (fun k : ℝ => 2 * π * (1 + k ^ 2)) (𝓝[>] 0) (𝓝 (2 * π)) := by
     have hc : Continuous (fun k : ℝ => 2 * π * (1 + k ^ 2)) := by fun_prop
```
